# The error function of a positive argument is positive and lies strictly below its tangent at the origin

The failing declaration, `erf_bounds`, states that 0 < erf(x) < 2x/√π for every real x > 0, where erf(x) is 2/√π times the integral of exp(−t²) from 0 to x. In physical terms, putting x = μr with μ and r positive and dividing by r shows that the long-range Coulomb interaction erf(μr)/r, in atomic units, is positive and stays below the finite value 2μ/√π. The attempt gets the lower bound from erf(0) = 0 and the positive derivative of erf, which makes the function strictly increasing. For the upper bound it shows that the gap 2x/√π − erf(x), which is zero at the origin, strictly increases on [0, ∞), because its derivative (2/√π)(1 − exp(−y²)) is positive for y > 0.

This version doesn't compile in Lean 4 with Mathlib:

```lean
import Mathlib

open Matrix Filter Topology
open scoped Real

namespace LocalRangeSeparation

noncomputable section

/-- The error function, as a normalised Gaussian integral. -/
def erf (x : ℝ) : ℝ := 2 / √π * ∫ t in (0 : ℝ)..x, Real.exp (-t ^ 2)

/-- The derivative of the error function is the normalised Gaussian. -/
theorem hasDerivAt_erf (x : ℝ) : HasDerivAt erf (2 / √π * Real.exp (-x ^ 2)) x := by
  have hc : Continuous fun t : ℝ => Real.exp (-t ^ 2) := by fun_prop
  exact (hc.integral_hasStrictDerivAt 0 x).hasDerivAt.const_mul (2 / √π)

/-- The error function vanishes at the origin. -/
theorem erf_zero : erf 0 = 0 := by simp [erf]

/-- For positive argument the error function is positive and lies strictly below its tangent
at the origin. -/
theorem erf_bounds {x : ℝ} (hx : 0 < x) : 0 < erf x ∧ erf x < 2 / √π * x := by
  constructor
  · have hm : StrictMono erf := strictMono_of_deriv_pos fun y => by
      rw [(hasDerivAt_erf y).deriv]; positivity
    have h := hm hx
    rwa [erf_zero] at h
  · -- the gap between tangent and function grows, since the Gaussian is below one
    have hg : ∀ y : ℝ, HasDerivAt (fun z => 2 / √π * z - erf z)
        (2 / √π * 1 - 2 / √π * Real.exp (-y ^ 2)) y := fun y =>
      ((hasDerivAt_id' y).const_mul (2 / √π)).fun_sub (hasDerivAt_erf y)
    have hm : StrictMonoOn (fun z => 2 / √π * z - erf z) (Set.Ici 0) := by
      apply strictMonoOn_of_deriv_pos (convex_Ici 0)
      · exact fun y _ => (hg y).continuousAt.continuousWithinAt
      · intro y hy
        rw [interior_Ici] at hy
        have hy' : 0 < y := hy
        rw [(hg y).deriv, ← mul_sub]
        have he : Real.exp (-y ^ 2) < 1 := Real.exp_lt_one (by nlinarith [pow_pos hy' 2])
        exact mul_pos (by positivity) (by linarith)
    have h := hm (Set.mem_Ici.2 le_rfl) (Set.mem_Ici.2 hx.le) hx
    simp only [mul_zero, erf_zero, sub_zero] at h
    linarith

end

end LocalRangeSeparation
```

The error:

```
Main.lean:40:43: error(lean.unknownIdentifier): Unknown constant `Real.exp_lt_one`
```

The message `Unknown constant` means that Lean found no declaration called `Real.exp_lt_one` in the imported library. The name was meant to supply the step from −y² < 0 to exp(−y²) < 1, which the proof needs to show that the gap has a positive derivative. The inequality itself is true; only the reference to a lemma fails.

The repair uses `Real.exp_lt_one_iff`, which states that the exponential of a real number is below one exactly when that number is negative. Its direction `.2` turns the goal into `-y ^ 2 < 0`, and this follows from `pow_pos hy' 2`, which says that `y ^ 2` is positive.

The change from `nlinarith` to `linarith` is mere tidying: once `y ^ 2` is treated as a single quantity, the inequality is linear. The new line break is tidying too.

This version goes through:

```diff
@@ -38,5 +38,6 @@
         have hy' : 0 < y := hy
         rw [(hg y).deriv, ← mul_sub]
-        have he : Real.exp (-y ^ 2) < 1 := Real.exp_lt_one (by nlinarith [pow_pos hy' 2])
+        have he : Real.exp (-y ^ 2) < 1 :=
+          Real.exp_lt_one_iff.2 (by linarith [pow_pos hy' 2])
         exact mul_pos (by positivity) (by linarith)
     have h := hm (Set.mem_Ici.2 le_rfl) (Set.mem_Ici.2 hx.le) hx
```
